# Unique coefficients resum the truncated cluster entropy on a finite subset-closed family

## Clusters, cumulants and the counting condition

A cluster is a finite set of lattice sites. Let \(F\) be a finite family of clusters that is subset-closed: every subset of a member, the empty cluster included, is again a member. Each cluster \(S\) carries a real cumulant \(c_S\), the part of the entropy not already present in its proper subclusters, so that the entropy of a cluster \(T\) is
\[ H_T=\sum_{S\subseteq T}c_S . \]

The cluster variation method approximates the configurational entropy of an alloy by keeping only the cumulants in \(F\). For such a finite family, there are coefficients \(a_T\), unique on \(F\), with
\[ \sum_{T\in F,\;T\supseteq S}a_T=1\quad\text{for every }S\in F, \]
and they give \(\sum_{S\in F}c_S=\sum_{T\in F}a_TH_T\) for all cumulants. Moreover, for \(T\in F\), \(a_T=0\) unless \(T\) is an intersection of maximal clusters, those contained in no larger member of \(F\). How good the truncation is remains a separate question.

## Derivation by inclusion and exclusion

For \(S\subseteq U\) with \(n=|U\setminus S|\), the binomial theorem gives
\[ \sum_{S\subseteq T\subseteq U}(-1)^{|U\setminus T|}=\sum_{k=0}^{n}\binom nk(-1)^k=\delta_{SU}. \tag{1} \]

**Existence.** Put \(a_T=\sum_{U\in F,\,U\supseteq T}(-1)^{|U\setminus T|}\). Since \(F\) contains every cluster between \(S\) and \(U\in F\), exchanging sums and using (1) gives
\[ \sum_{T\in F,\,T\supseteq S}a_T=\sum_{U\in F,\,U\supseteq S}\delta_{SU}=1 . \]

**Resummation.** For any coefficients \(b\),
\[ \sum_{T\in F}b_TH_T=\sum_{S\in F}c_S\sum_{T\in F,\,T\supseteq S}b_T . \]
This equals \(\sum_{S\in F} c_S\) for every \(c\) exactly when each inner sum is 1.

**Uniqueness.** Any function \(H\) on clusters arises from the cumulants \(c_S=\sum_{R\subseteq S}(-1)^{|S\setminus R|}H_R\), because
\[ \sum_{S\subseteq T}c_S=\sum_{R\subseteq T}H_R\sum_{R\subseteq S\subseteq T}(-1)^{|S\setminus R|}=H_T . \]
The inner sum is (1) up to the factor \((-1)^{|T\setminus R|}\). Now fix \(T\in F\) and choose \(H_R=\delta_{RT}\). Then \(c_S=(-1)^{|S\setminus T|}\) if \(T\subseteq S\), and zero otherwise. If \(b\) satisfies the counting condition, resummation reads \(b_T=\sum_{S\in F,\,S\supseteq T}(-1)^{|S\setminus T|}=a_T\).

**Vanishing.** Suppose \(T\in F\) is not an intersection of maximal clusters. Some maximal cluster contains \(T\), and the intersection of all that do is larger than \(T\), so it contains a site \(x\notin T\). Pair each \(U\supseteq T\) in \(F\) with the cluster obtained by removing \(x\) if present and adding it if absent. Removal stays in \(F\) by closure; so does addition, because a maximal cluster containing \(U\) also contains \(x\). Paired terms have opposite signs, hence \(a_T=0\).

**Smallest case.** If \(F\) consists of all subsets of one cluster \(M\), (1) gives \(a_M=1\) and zero for the rest: the sum is just \(H_M\).

## The formal development

Sites form an arbitrary type `V`, possibly infinite; clusters have type `Finset V`.

In Lean 4 with Mathlib:

```lean
import Mathlib

open Finset

namespace ClusterVariation

variable {V : Type*} [DecidableEq V]
```

Closure is the only structural assumption that the main theorem makes on the finite family. No lattice symmetry is imposed.

```lean
/-- A family of clusters is subset-closed if it contains every subcluster of its members. -/
def SubsetClosed (F : Finset (Finset V)) : Prop :=
  ∀ T ∈ F, ∀ S, S ⊆ T → S ∈ F
```

Coefficients are functions on all clusters, but the condition sees only their values on `F`, hence uniqueness there alone.

```lean
/-- The counting condition: for each cluster `S` of the family, the coefficients of the
clusters of the family that contain `S` add up to one. -/
def IsCounting (F : Finset (Finset V)) (a : Finset V → ℝ) : Prop :=
  ∀ S ∈ F, ∑ T ∈ F with S ⊆ T, a T = 1
```

Entropies and cumulants are arbitrary real functions; they need not come from a probability distribution.

```lean
/-- The entropy of a cluster as the sum of the cumulants of all its subclusters. -/
def clusterEntropy (c : Finset V → ℝ) (T : Finset V) : ℝ :=
  ∑ S ∈ T.powerset, c S

/-- The cumulant of a cluster: the alternating sum of the entropies of its subclusters. -/
def cumulant (H : Finset V → ℝ) (S : Finset V) : ℝ :=
  ∑ R ∈ S.powerset, (-1 : ℝ) ^ (S \ R).card * H R
```

The explicit \(a_T\) is `countingNumber F T`.

```lean
/-- The explicit coefficient of a cluster `T`: the alternating sum over the clusters of the
family that contain `T`. -/
def countingNumber (F : Finset (Finset V)) (T : Finset V) : ℝ :=
  ∑ U ∈ F with T ⊆ U, (-1 : ℝ) ^ (U \ T).card
```

A single maximal cluster counts as an intersection, since the set `M` need only be nonempty.

```lean
/-- `T` is the intersection of a nonempty set of maximal clusters of the family. -/
def IsMaximalIntersection (F : Finset (Finset V)) (T : Finset V) : Prop :=
  ∃ M : Finset (Finset V), M.Nonempty ∧ (∀ U ∈ M, Maximal (· ∈ F) U) ∧
    ∀ x, x ∈ T ↔ ∀ U ∈ M, x ∈ U
```

Equation (1) is proved by passing to complements in `U`, which turns it into an alternating sum over a full power set.

```lean
/-- For `S` inside `U`, the alternating sum over all clusters between `S` and `U` is one if
`S = U` and zero otherwise. -/
theorem alternating_sum {S U : Finset V} (hSU : S ⊆ U) :
    ∑ T ∈ U.powerset with S ⊆ T, (-1 : ℝ) ^ (U \ T).card = if S = U then 1 else 0 := by
  -- pass to complements within `U`
  have h : ∑ T ∈ U.powerset with S ⊆ T, (-1 : ℝ) ^ (U \ T).card
      = ∑ R ∈ (U \ S).powerset, (-1 : ℝ) ^ R.card := by
    refine Finset.sum_nbij' (fun T => U \ T) (fun R => U \ R) ?_ ?_ ?_ ?_ ?_
    · intro T hT
      exact mem_powerset.2 (sdiff_subset_sdiff (Finset.Subset.refl U) (mem_filter.1 hT).2)
    · intro R hR
      refine mem_filter.2 ⟨mem_powerset.2 sdiff_subset, fun x hx => ?_⟩
      exact mem_sdiff.2 ⟨hSU hx, fun h => (mem_sdiff.1 (mem_powerset.1 hR h)).2 hx⟩
    · intro T hT
      exact Finset.sdiff_sdiff_eq_self (mem_powerset.1 (mem_filter.1 hT).1)
    · intro R hR
      exact Finset.sdiff_sdiff_eq_self ((mem_powerset.1 hR).trans sdiff_subset)
    · intro T _
      rfl
  have h2 : ∑ R ∈ (U \ S).powerset, (-1 : ℝ) ^ R.card = if U \ S = ∅ then 1 else 0 := by
    exact_mod_cast Finset.sum_powerset_neg_one_pow_card (x := U \ S)
  rw [h, h2]
  by_cases e : S = U
  · subst e
    simp
  · have h0 : U \ S ≠ ∅ := fun h0 => e (hSU.antisymm (sdiff_eq_empty_iff_subset.1 h0))
    rw [if_neg h0, if_neg e]
```

Inversion exchanges the two sums; `hs` extracts the common sign that reduces the inner one to (1).

```lean
/-- Any assignment of entropies to clusters is recovered by summing its cumulants over
subclusters. -/
theorem clusterEntropy_cumulant (H : Finset V → ℝ) (T : Finset V) :
    clusterEntropy (cumulant H) T = H T := by
  unfold clusterEntropy cumulant
  rw [Finset.sum_comm' (s' := fun R => T.powerset.filter (fun S => R ⊆ S))
    (t' := T.powerset) (by
      intro S R
      simp only [mem_filter, mem_powerset]
      exact ⟨fun h => ⟨h, h.2.trans h.1⟩, fun h => h.1⟩)]
  have key : ∀ R ∈ T.powerset,
      ∑ S ∈ T.powerset with R ⊆ S, (-1 : ℝ) ^ (S \ R).card * H R
        = if R = T then H R else 0 := by
    intro R hR
    have hRT := mem_powerset.1 hR
    -- signs counted from below and from above differ by a common factor
    have hs : ∀ S ∈ T.powerset.filter (fun S => R ⊆ S), (-1 : ℝ) ^ (S \ R).card * H R
        = ((-1 : ℝ) ^ (T \ R).card * H R) * (-1 : ℝ) ^ (T \ S).card := by
      intro S hS
      obtain ⟨hST, hRS⟩ := mem_filter.1 hS
      have h1 := card_sdiff_add_card_eq_card (mem_powerset.1 hST)
      have h2 := card_sdiff_add_card_eq_card hRS
      have h3 := card_sdiff_add_card_eq_card hRT
      have hc : (T \ R).card = (T \ S).card + (S \ R).card := by omega
      rw [hc, pow_add]
      rcases neg_one_pow_eq_or ℝ (T \ S).card with h | h <;> rw [h] <;> ring
    rw [Finset.sum_congr rfl hs, ← Finset.mul_sum, alternating_sum hRT]
    by_cases e : R = T
    · subst e
      simp
    · simp [e]
  rw [Finset.sum_congr rfl key]
  simp
```

Here `swap` collects the weight of each cumulant. The converse direction tests the identity on a cumulant concentrated on one cluster.

```lean
/-- On a subset-closed family, the counting condition holds exactly when the weighted sum of
cluster entropies reproduces the cumulant sum over the family for all cumulants. -/
theorem isCounting_iff_resummation {F : Finset (Finset V)} (hF : SubsetClosed F)
    (a : Finset V → ℝ) :
    IsCounting F a ↔
      ∀ c : Finset V → ℝ, ∑ S ∈ F, c S = ∑ T ∈ F, a T * clusterEntropy c T := by
  -- collect the total weight with which each cumulant is counted
  have swap : ∀ c : Finset V → ℝ, ∑ T ∈ F, a T * clusterEntropy c T
      = ∑ S ∈ F, (∑ T ∈ F with S ⊆ T, a T) * c S := by
    intro c
    simp only [clusterEntropy, Finset.mul_sum, Finset.sum_mul]
    exact Finset.sum_comm' (by
      intro T S
      simp only [mem_filter, mem_powerset]
      exact ⟨fun h => ⟨h, hF T h.1 S h.2⟩, fun h => h.1⟩)
  constructor
  · intro h c
    rw [swap]
    exact Finset.sum_congr rfl fun S hS => by rw [h S hS, one_mul]
  · intro h S hS
    have h1 := h (fun R => if R = S then (1 : ℝ) else 0)
    rw [swap] at h1
    simp only [mul_ite, mul_one, mul_zero, Finset.sum_ite_eq', hS, if_true] at h1
    exact h1.symm
```

The first half is the uniqueness argument with \(H_R=\delta_{RT}\); the second is the existence calculation.

```lean
/-- On a subset-closed family, coefficients satisfy the counting condition exactly when they
agree on the family with the explicit alternating sums. -/
theorem isCounting_iff_eq_countingNumber {F : Finset (Finset V)} (hF : SubsetClosed F)
    (a : Finset V → ℝ) :
    IsCounting F a ↔ ∀ T ∈ F, a T = countingNumber F T := by
  constructor
  · intro ha T hT
    -- resum an entropy that is concentrated on the single cluster `T`
    have h := (isCounting_iff_resummation hF a).1 ha
      (cumulant (fun R => if R = T then (1 : ℝ) else 0))
    have hc : ∀ S, cumulant (fun R => if R = T then (1 : ℝ) else 0) S
        = if T ⊆ S then (-1 : ℝ) ^ (S \ T).card else 0 := by
      intro S
      simp only [cumulant, mul_ite, mul_one, mul_zero, Finset.sum_ite_eq', mem_powerset]
    simp only [clusterEntropy_cumulant, hc, mul_ite, mul_one, mul_zero,
      Finset.sum_ite_eq', hT, if_true] at h
    rw [countingNumber, Finset.sum_filter]
    exact h.symm
  · intro ha S hS
    rw [Finset.sum_congr rfl fun T hT => ha T (mem_filter.1 hT).1]
    unfold countingNumber
    rw [Finset.sum_comm' (s' := fun U => U.powerset.filter (fun T => S ⊆ T))
      (t' := F.filter (fun U => S ⊆ U)) (by
        intro T U
        simp only [mem_filter, mem_powerset]
        exact ⟨fun h => ⟨⟨h.2.2, h.1.2⟩, h.2.1, h.1.2.trans h.2.2⟩,
          fun h => ⟨⟨hF U h.2.1 T h.1.1, h.1.2⟩, h.2.1, h.1.1⟩⟩)]
    rw [Finset.sum_congr rfl fun U hU => alternating_sum (mem_filter.1 hU).2]
    simp [hS]
```

The site `x` is found by contradiction, and `Finset.sum_involution` performs the pairing. The converse, that every such intersection has a nonzero coefficient, is not claimed.

```lean
/-- In a subset-closed family, a cluster with nonzero coefficient is an intersection of
maximal clusters. -/
theorem isMaximalIntersection_of_ne_zero {F : Finset (Finset V)} (hF : SubsetClosed F)
    {T : Finset V} (hT : T ∈ F) (hne : countingNumber F T ≠ 0) :
    IsMaximalIntersection F T := by
  classical
  have up : ∀ U ∈ F, ∃ M, U ⊆ M ∧ Maximal (· ∈ F) M :=
    fun U hU => F.exists_le_maximal hU
  by_contra hno
  -- otherwise a site outside `T` lies in every maximal cluster containing `T`
  obtain ⟨x, hxT, hx⟩ : ∃ x, x ∉ T ∧ ∀ M, Maximal (· ∈ F) M → T ⊆ M → x ∈ M := by
    by_contra hn
    refine hno ⟨F.filter (fun M => Maximal (· ∈ F) M ∧ T ⊆ M), ?_,
      fun M h => (mem_filter.1 h).2.1, fun x => ⟨fun hx M h => (mem_filter.1 h).2.2 hx, ?_⟩⟩
    · obtain ⟨M, hTM, hM⟩ := up T hT
      exact ⟨M, mem_filter.2 ⟨hM.prop, hM, hTM⟩⟩
    · intro h
      by_contra hxT
      exact hn ⟨x, hxT, fun M hM hTM => h M (mem_filter.2 ⟨hM.prop, hM, hTM⟩)⟩
  have key : ∀ W : Finset V, x ∉ W →
      (-1 : ℝ) ^ (insert x W \ T).card = -(-1 : ℝ) ^ (W \ T).card := by
    intro W hW
    rw [insert_sdiff_of_notMem _ hxT,
      card_insert_of_notMem (fun h => hW (mem_sdiff.1 h).1), pow_succ]
    ring
  -- adding or removing that site cancels the terms in pairs
  apply hne
  unfold countingNumber
  refine Finset.sum_involution
    (fun U _ => if x ∈ U then U.erase x else insert x U) ?_ ?_ ?_ ?_
  · intro U _
    by_cases h : x ∈ U
    · have h1 := key (U.erase x) (notMem_erase x U)
      rw [insert_erase h] at h1
      simp only [if_pos h]
      linarith
    · have h1 := key U h
      simp only [if_neg h]
      linarith
  · intro U _ _
    by_cases h : x ∈ U <;> simp [h]
  · intro U hU
    obtain ⟨hUF, hTU⟩ := mem_filter.1 hU
    by_cases h : x ∈ U
    · simp only [if_pos h]
      exact mem_filter.2 ⟨hF U hUF _ (erase_subset _ _), subset_erase.2 ⟨hTU, hxT⟩⟩
    · simp only [if_neg h]
      obtain ⟨M, hUM, hM⟩ := up U hUF
      exact mem_filter.2 ⟨hF M hM.prop _ (insert_subset (hx M hM (hTU.trans hUM)) hUM),
        hTU.trans (subset_insert _ _)⟩
  · intro U _
    by_cases h : x ∈ U <;> simp [h]
```

The main theorem combines these results.

```lean
/-- For a subset-closed family there are coefficients, unique on the family, that satisfy the
counting condition. They turn the cumulant sum over the family into a weighted sum of cluster
entropies, and they vanish on each of its clusters that is no intersection of maximal ones. -/
theorem cluster_variation {F : Finset (Finset V)} (hF : SubsetClosed F) :
    ∃ a : Finset V → ℝ, IsCounting F a ∧
      (∀ b, IsCounting F b → ∀ T ∈ F, b T = a T) ∧
      (∀ c : Finset V → ℝ, ∑ S ∈ F, c S = ∑ T ∈ F, a T * clusterEntropy c T) ∧
      ∀ T ∈ F, ¬ IsMaximalIntersection F T → a T = 0 := by
  have h : IsCounting F (countingNumber F) :=
    (isCounting_iff_eq_countingNumber hF _).2 fun _ _ => rfl
  refine ⟨countingNumber F, h, fun b hb => (isCounting_iff_eq_countingNumber hF b).1 hb,
    (isCounting_iff_resummation hF _).1 h, fun T hT hno => ?_⟩
  by_contra hne
  exact hno (isMaximalIntersection_of_ne_zero hF hT hne)
```

In the pair approximation, the coefficient of a site in `F` is a sum with one term \(+1\) from the site itself and one term \(-1\) from each pair containing it. The theorem does not assume closure; it assumes that the site belongs to `F` and that no cluster exceeds two sites.

```lean
/-- Pair approximation: if no cluster of the family has more than two sites, the coefficient
of a single site in the family is one minus the number of pairs that contain it. -/
theorem pair_approximation {F : Finset (Finset V)} {i : V} (hi : {i} ∈ F)
    (h2 : ∀ U ∈ F, U.card ≤ 2) :
    countingNumber F {i} = 1 - ((F.filter (fun U => i ∈ U ∧ U.card = 2)).card : ℝ) := by
  -- the clusters containing the site are the site itself and its pairs
  have hs : F.filter (fun U => {i} ⊆ U)
      = insert {i} (F.filter (fun U => i ∈ U ∧ U.card = 2)) := by
    ext U
    simp only [mem_filter, mem_insert, singleton_subset_iff]
    constructor
    · rintro ⟨hU, hiU⟩
      by_cases hc : U.card = 2
      · exact Or.inr ⟨hU, hiU, hc⟩
      · have h3 : U.card ≤ ({i} : Finset V).card := by
          have h4 := h2 U hU
          rw [card_singleton]
          omega
        exact Or.inl (eq_of_subset_of_card_le (singleton_subset_iff.2 hiU) h3).symm
    · rintro (h | h)
      · rw [h]
        exact ⟨hi, mem_singleton_self i⟩
      · exact ⟨h.1, h.2.1⟩
  have hp : ∀ U ∈ F.filter (fun U => i ∈ U ∧ U.card = 2),
      (-1 : ℝ) ^ (U \ {i}).card = -1 := by
    intro U hU
    obtain ⟨_, hiU, hc⟩ := mem_filter.1 hU
    have h3 := card_sdiff_add_card_eq_card (singleton_subset_iff.2 hiU)
    rw [card_singleton] at h3
    have h4 : (U \ {i}).card = 1 := by omega
    rw [h4, pow_one]
  rw [countingNumber, hs, Finset.sum_insert (by simp), Finset.sum_congr rfl hp,
    Finset.sum_const, nsmul_eq_mul, Finset.sdiff_self, card_empty, pow_zero]
  ring

end ClusterVariation
```

```lean
#print axioms ClusterVariation.cluster_variation
#print axioms ClusterVariation.pair_approximation
```

```
'ClusterVariation.cluster_variation' depends on axioms: [propext, Classical.choice, Quot.sound]
'ClusterVariation.pair_approximation' depends on axioms: [propext, Classical.choice, Quot.sound]
```

## Leaving out the empty cluster

The family could have been restricted to nonempty clusters, with closure under nonempty subsets. The coefficients of nonempty clusters would stay the same, since \(a_T\) involves only clusters containing \(T\). The condition at \(S=\emptyset\) and the constant \(c_\emptyset\) would disappear; for physical entropies \(c_\emptyset=H_\emptyset=0\), so the resummed entropy would not change.
